# A least-squares labelling keeps atoms from distinct sites apart under linear interpolation

Let $N$ identical atoms sit at distinct points $x_i$ in an initial structure and at distinct points $y_i$ in a final one. If the permutation $p$ minimizes $\sum_i \|x_i-y_{p(i)}\|^2$, then for every $t\in[0,1]$ the points $(1-t)x_i+t\,y_{p(i)}$ are distinct. If the atoms are also at least $d$ apart in both end structures, they stay at least $d/\sqrt2$ apart in between.

The result bears on the starting path of a nudged elastic band or string calculation, as long as that path is a straight-line interpolation in open space. It concerns geometry only: no energy enters, and nothing is said about the band once it has been relaxed.

## Atoms and space

```lean
import Mathlib

open scoped InnerProductSpace

namespace OptimalLabellingBand

noncomputable section

variable {ι E : Type*} [Fintype ι] [NormedAddCommGroup E] [InnerProductSpace ℝ E]
```

The type `ι` is the finite set of atom labels, and `E` is the space in which the atoms live, a real inner-product space. Ordinary $\mathbb R^n$ with its Euclidean norm is one such space, for every $n$. The notation `⟪u, v⟫_ℝ` is the inner product $\langle u,v\rangle$.

## The cost of a labelling

```lean
/-- The sum of squared displacements when atom `i`, initially at `x i`, is sent to the
final site `y (p i)`. -/
def mismatch (x y : ι → E) (p : Equiv.Perm ι) : ℝ :=
  ∑ i, ‖x i - y (p i)‖ ^ 2
```

A structure is a function `x : ι → E`, which gives each atom its position. A labelling `p : Equiv.Perm ι` is a permutation of the labels, and atom $i$ travels from $x_i$ to $y_{p(i)}$. The cost is

$$M(p)=\sum_i\|x_i-y_{p(i)}\|^2 .$$

All permutations are allowed, which is the statement that the atoms are identical. There are no masses or other weights.

```lean
/-- A labelling of the final sites is optimal if no other labelling has a smaller sum of
squared displacements. -/
def IsOptimalLabelling (x y : ι → E) (p : Equiv.Perm ι) : Prop :=
  ∀ q : Equiv.Perm ι, mismatch x y p ≤ mismatch x y q
```

This says $M(p)\le M(q)$ for every permutation $q$. Ties are allowed, so an optimal labelling need not be unique.

## The interpolated image

```lean
omit [Fintype ι] in
/-- The position of atom `i` in the linearly interpolated image at parameter `t`. -/
def bandImage (x y : ι → E) (p : Equiv.Perm ι) (t : ℝ) (i : ι) : E :=
  (1 - t) • x i + t • y (p i)
```

In ordinary notation, atom $i$ is at $z_i(t)=(1-t)x_i+t\,y_{p(i)}$. The symbol `•` multiplies a vector by a number. The definition accepts any real $t$; the theorems that need $t\in[0,1]$ say so.

## An optimal labelling exists

```lean
omit [InnerProductSpace ℝ E] in
/-- Any two structures with the same finite number of atoms have an optimal labelling. -/
theorem exists_optimalLabelling (x y : ι → E) :
    ∃ p : Equiv.Perm ι, IsOptimalLabelling x y p := by
  classical
  exact Finite.exists_min (mismatch x y)
```

A Lean theorem has a name, then its hypotheses, then a colon and the claim; the proof comes after `:=`. Here the claim is that some $p$ is optimal. There are finitely many permutations, and at least the identity, so $M$ takes a smallest value. `Finite.exists_min` is that argument.

## What one exchange costs

```lean
/-- Exchanging the final sites of atoms `i` and `j` changes the sum of squared displacements
by twice the inner product of their initial and final separation vectors. -/
theorem mismatch_swap [DecidableEq ι] (x y : ι → E) (p : Equiv.Perm ι) (i j : ι) :
    mismatch x y (p * Equiv.swap i j) - mismatch x y p
      = 2 * ⟪x i - x j, y (p i) - y (p j)⟫_ℝ := by
  by_cases hij : i = j
  · subst hij
    simp [mismatch]
  · unfold mismatch
    -- only the two exchanged atoms contribute to the difference
    rw [← Finset.sum_sub_distrib, Fintype.sum_eq_add i j hij]
    · simp only [Equiv.Perm.mul_apply, Equiv.swap_apply_left, Equiv.swap_apply_right,
        norm_sub_sq_real, inner_sub_left, inner_sub_right]
      ring
    · rintro k ⟨h1, h2⟩
      simp [Equiv.swap_apply_of_ne_of_ne h1 h2]
```

Write $a=y_{p(i)}$ and $b=y_{p(j)}$. The product `p * Equiv.swap i j` applies the swap first and then $p$, so atom $i$ now goes to $b$ and atom $j$ to $a$. All other atoms keep their targets and drop out of the difference:

$$\|x_i-b\|^2+\|x_j-a\|^2-\|x_i-a\|^2-\|x_j-b\|^2 .$$

When the squares are expanded, each of $\|x_i\|^2,\|x_j\|^2,\|a\|^2,\|b\|^2$ occurs once with each sign and cancels. What is left is

$$2\langle x_i,a\rangle-2\langle x_i,b\rangle-2\langle x_j,a\rangle+2\langle x_j,b\rangle
=2\langle x_i-x_j,\;a-b\rangle .$$

The Lean proof first disposes of $i=j$, where both sides vanish. Otherwise `Fintype.sum_eq_add` reduces the sum to the two terms $i$ and $j$, `simp` expands the norms and inner products, and `ring` does the cancellation. The last two lines check that every other atom $k$ contributes zero.

## A lower bound on every separation

```lean
/-- Under an optimal labelling, the squared separation of two atoms in the image at
`t ∈ [0,1]` is at least `(1-t)²` times the initial plus `t²` times the final squared
separation. -/
theorem separation_bound {x y : ι → E} {p : Equiv.Perm ι} (hp : IsOptimalLabelling x y p)
    {t : ℝ} (ht : t ∈ Set.Icc (0 : ℝ) 1) (i j : ι) :
    (1 - t) ^ 2 * ‖x i - x j‖ ^ 2 + t ^ 2 * ‖y (p i) - y (p j)‖ ^ 2
      ≤ ‖bandImage x y p t i - bandImage x y p t j‖ ^ 2 := by
  classical
  -- optimality against a single exchange fixes the sign of the cross term
  have hin : 0 ≤ ⟪x i - x j, y (p i) - y (p j)⟫_ℝ := by
    have hs := mismatch_swap x y p i j
    have ho := hp (p * Equiv.swap i j)
    linarith
  have e : bandImage x y p t i - bandImage x y p t j
      = (1 - t) • (x i - x j) + t • (y (p i) - y (p j)) := by
    unfold bandImage
    module
  have hc := mul_nonneg (mul_nonneg (sub_nonneg.2 ht.2) ht.1) hin
  rw [e, norm_add_sq_real]
  simp only [norm_smul, mul_pow, real_inner_smul_left, real_inner_smul_right,
    Real.norm_eq_abs, sq_abs]
  nlinarith
```

Let $r=x_i-x_j$ and $s=y_{p(i)}-y_{p(j)}$ be the initial and final separation vectors. Since $p$ is optimal, the exchange can't lower the cost, so $2\langle r,s\rangle\ge0$. The separation in the image at $t$ is $z_i(t)-z_j(t)=(1-t)r+ts$, and therefore

$$\|z_i(t)-z_j(t)\|^2=(1-t)^2\|r\|^2+2t(1-t)\langle r,s\rangle+t^2\|s\|^2 .$$

For $t\in[0,1]$ the middle term is nonnegative. Dropping it gives

$$\|z_i(t)-z_j(t)\|^2\ge(1-t)^2\|r\|^2+t^2\|s\|^2 .$$

In the code, `hin` is the sign of $\langle r,s\rangle$, `e` is the formula for the separation vector, and `hc` is the sign of the cross term. `norm_add_sq_real` expands the square, and `nlinarith`, a tactic for polynomial inequalities, combines the parts.

Optimality was used only against exchanges of two atoms. The same argument therefore gives a neighbouring result: the bound, and with it the absence of collisions, holds for any labelling whose cost no single exchange can lower, even if some more complicated permutation would do better.

## No two atoms meet

```lean
/-- If the atoms occupy distinct sites in both end structures and the labelling is optimal,
then they occupy distinct points in every linearly interpolated image, `t ∈ [0,1]`. -/
theorem no_collision {x y : ι → E} {p : Equiv.Perm ι} (hp : IsOptimalLabelling x y p)
    (hx : Function.Injective x) (hy : Function.Injective y)
    {t : ℝ} (ht : t ∈ Set.Icc (0 : ℝ) 1) :
    Function.Injective (bandImage x y p t) := by
  intro i j hij
  by_contra hne
  have b := separation_bound hp ht i j
  rw [hij, sub_self, norm_zero] at b
  have ha : 0 < ‖x i - x j‖ := norm_pos_iff.2 (sub_ne_zero.2 (hx.ne hne))
  have hb : 0 < ‖y (p i) - y (p j)‖ :=
    norm_pos_iff.2 (sub_ne_zero.2 (hy.ne (p.injective.ne hne)))
  -- at least one of the two weights `(1-t)²`, `t²` is positive
  rcases eq_or_ne t 0 with h0 | h0
  · subst h0
    nlinarith [pow_pos ha 2]
  · have h1 : 0 < t ^ 2 * ‖y (p i) - y (p j)‖ ^ 2 :=
      mul_pos (by positivity) (pow_pos hb 2)
    have h2 : 0 ≤ (1 - t) ^ 2 * ‖x i - x j‖ ^ 2 := by positivity
    nlinarith
```

`Function.Injective x` says that different atoms have different positions. The theorem takes this for both end structures and concludes it for the image at $t$.

Suppose atoms $i\neq j$ did coincide at some $t\in[0,1]$. The lower bound would then read

$$(1-t)^2\|r\|^2+t^2\|s\|^2\le0 .$$

Here $r\neq0$ because the initial sites are distinct. Also $s\ne0$, because $p(i)\neq p(j)$ and the final sites are distinct. If $t=0$, the left side is $\|r\|^2>0$. If $t\neq0$, its second term is positive and its first is nonnegative. Either way there is a contradiction.

The proof has the same shape. `by_contra` assumes $i\neq j$, `b` is the lower bound with the coincidence inserted, `ha` and `hb` say that $\|r\|$ and $\|s\|$ are positive, and `rcases` splits into $t=0$ and $t\neq0$.

To make use of the theorem in a calculation, one can look for an optimal labelling before building the images. One fills an $N\times N$ matrix with the entries $C_{ij}=\|x_i-y_j\|^2$, solves the linear assignment problem for it, for instance with the Hungarian algorithm, and reorders the final structure accordingly. With several elements there is one such matrix per element, and the argument then protects pairs of the same element only. Relabelling changes which atom ends where, so it is not an option when that is part of the process under study, as in the direct exchange of two atoms.

## How close they can come

```lean
/-- If distinct atoms are at least `d ≥ 0` apart in both end structures and the labelling is
optimal, they are at least `d/√2` apart in every interpolated image, `t ∈ [0,1]`. -/
theorem minimum_distance {x y : ι → E} {p : Equiv.Perm ι} (hp : IsOptimalLabelling x y p)
    {d : ℝ} (hd : 0 ≤ d) (hx : ∀ i j, i ≠ j → d ≤ ‖x i - x j‖)
    (hy : ∀ i j, i ≠ j → d ≤ ‖y i - y j‖)
    {t : ℝ} (ht : t ∈ Set.Icc (0 : ℝ) 1) {i j : ι} (hij : i ≠ j) :
    d / √2 ≤ ‖bandImage x y p t i - bandImage x y p t j‖ := by
  have b := separation_bound hp ht i j
  have hA := mul_le_mul_of_nonneg_left
    (pow_le_pow_left₀ hd (hx i j hij) 2) (sq_nonneg (1 - t))
  have hB := mul_le_mul_of_nonneg_left
    (pow_le_pow_left₀ hd (hy _ _ (p.injective.ne hij)) 2) (sq_nonneg t)
  -- `(1-t)² + t²` is never below one half
  have hS : d ^ 2 / 2 ≤ ‖bandImage x y p t i - bandImage x y p t j‖ ^ 2 := by
    nlinarith [sq_nonneg (d * (2 * t - 1))]
  rw [div_le_iff₀ (by positivity)]
  refine (abs_le_of_sq_le_sq' ?_ (by positivity)).2
  rw [mul_pow, Real.sq_sqrt (by norm_num)]
  linarith
```

Now every pair is at least $d\ge0$ apart in both end structures, so $\|r\|\ge d$ and $\|s\|\ge d$. The lower bound becomes

$$\|z_i(t)-z_j(t)\|^2\ge\big((1-t)^2+t^2\big)d^2
=\Big(\tfrac12+\tfrac12(2t-1)^2\Big)d^2\ge\frac{d^2}{2},$$

and taking the root gives $d/\sqrt2$. The steps `hA` and `hB` insert $d$ into the two terms. The hint `sq_nonneg (d * (2 * t - 1))` supplies the completed square, and the remaining lines take the root by comparing squares.

A distance of $d/\sqrt2$ is about $0.71\,d$. For atoms whose closest distance in the end structures is a bond length, that can still mean a strongly repulsive image.

## The constant is attained

```lean
/-- Two atoms in the complex plane that go from `0, 1` to `0, i` are optimally labelled, and
in the middle image their distance is exactly `1/√2`. -/
theorem minimum_distance_sharp :
    IsOptimalLabelling (![0, 1] : Fin 2 → ℂ) ![0, Complex.I] 1 ∧
      ‖bandImage (![0, 1] : Fin 2 → ℂ) ![0, Complex.I] 1 (1 / 2) 0
        - bandImage (![0, 1] : Fin 2 → ℂ) ![0, Complex.I] 1 (1 / 2) 1‖ = 1 / √2 := by
  constructor
  · intro q
    -- there are only two labellings, and they tie
    have hq : (q 0 = 0 ∧ q 1 = 1) ∨ (q 0 = 1 ∧ q 1 = 0) := by
      revert q
      decide
    rcases hq with ⟨h0, h1⟩ | ⟨h0, h1⟩ <;>
      norm_num [mismatch, Fin.sum_univ_two, h0, h1, Complex.sq_norm, Complex.normSq_apply]
  · have h : ‖bandImage (![0, 1] : Fin 2 → ℂ) ![0, Complex.I] 1 (1 / 2) 0
        - bandImage (![0, 1] : Fin 2 → ℂ) ![0, Complex.I] 1 (1 / 2) 1‖ ^ 2 = 1 / 2 := by
      rw [Complex.sq_norm, Complex.normSq_apply]
      simp only [bandImage, Equiv.Perm.one_apply, Complex.sub_re, Complex.sub_im,
        Complex.add_re, Complex.add_im, Complex.smul_re, Complex.smul_im, smul_eq_mul]
      norm_num
    rw [← Real.sqrt_sq (norm_nonneg _), h]
    simp
```

The complex plane serves as a two-dimensional space. `![0, 1]` lists the positions of atoms 0 and 1, and the permutation `1` is the identity. One atom rests at $0$ and the other goes from $1$ to $i$ (the imaginary unit), so the pair is at distance $1$ at both ends.

The identity costs $0+|1-i|^2=2$. The only other labelling costs $|0-i|^2+|1-0|^2=2$. They tie, and the identity is optimal. At $t=\tfrac12$ the atoms are at $0$ and $(1+i)/2$, at distance

$$\sqrt{\tfrac14+\tfrac14}=\frac1{\sqrt2}.$$

No larger constant than $1/\sqrt2$ can therefore hold in the plane. In the proof, `decide` runs through the permutations of two labels, `norm_num` evaluates the costs, and the second half computes the squared distance and takes its root.

## Atoms that trade places

```lean
omit [Fintype ι] in
/-- If a labelling makes two atoms trade places, they coincide in the middle image. -/
theorem exchange_collides {x y : ι → E} {p : Equiv.Perm ι} {i j : ι}
    (hi : y (p i) = x j) (hj : y (p j) = x i) :
    bandImage x y p (1 / 2) i = bandImage x y p (1 / 2) j := by
  unfold bandImage
  rw [hi, hj]
  module

end

end OptimalLabellingBand
```

A labelling that is not optimal can produce collisions, though it need not. If atom $i$ is sent to the initial site of $j$ and atom $j$ to that of $i$, then

$$z_i(\tfrac12)=\tfrac12(x_i+x_j)=z_j(\tfrac12).$$

After the two hypotheses are inserted, `module` confirms this vector identity. In a band with an odd number of equally spaced images, counting both end structures, the middle image lies exactly at $t=\tfrac12$, and a Coulomb repulsion between the two nuclei would diverge there.

```lean
#print axioms OptimalLabellingBand.no_collision
#print axioms OptimalLabellingBand.minimum_distance
#print axioms OptimalLabellingBand.minimum_distance_sharp
#print axioms OptimalLabellingBand.exchange_collides
```

```
'OptimalLabellingBand.no_collision' depends on axioms: [propext, Classical.choice, Quot.sound]
'OptimalLabellingBand.minimum_distance' depends on axioms: [propext, Classical.choice, Quot.sound]
'OptimalLabellingBand.minimum_distance_sharp' depends on axioms: [propext, Classical.choice, Quot.sound]
'OptimalLabellingBand.exchange_collides' depends on axioms: [propext, Classical.choice, Quot.sound]
```
